# The Duschinsky recurrence has at most one solution with value 1 at the state without quanta

For finitely many vibrational modes, `solution_unique` states that two real functions `u` and `w` of the occupation numbers are equal if both take the value 1 at the state without quanta and both satisfy (vᵢ + 1) u(v + eᵢ) = bᵢ u(v) + Σⱼ Aᵢⱼ u(v − eⱼ), where the sum runs over occupied modes j only. The real matrix `A` and vector `b` are arbitrary, and the existence of a solution is not claimed. The factor vᵢ + 1, without a square root, belongs to unnormalised states; for normalised number states the corresponding value is u(v) multiplied by √(∏ⱼ vⱼ!). The proof is by induction on a bound for the total number of quanta: a quantum is removed from an occupied mode, and the recurrence then expresses the value at v through states with fewer quanta, where `u` and `w` already agree.

An attempt in Lean 4 with a fault in it:

```lean
import Mathlib

open MvPolynomial
open Finsupp (single)

namespace SolutionUnique

noncomputable section

variable {n : ℕ} {A : Matrix (Fin n) (Fin n) ℝ} {b : Fin n → ℝ}

/-- The Duschinsky recurrence with `u 0 = 1`: a quantum is added to mode `i` by means of the
vector `b` and the matrix `A`, where only occupied modes `j` can lose a quantum. -/
def IsSolution (A : Matrix (Fin n) (Fin n) ℝ) (b : Fin n → ℝ)
    (u : (Fin n →₀ ℕ) → ℝ) : Prop :=
  u 0 = 1 ∧ ∀ (i : Fin n) (v : Fin n →₀ ℕ),
    ((v i : ℝ) + 1) * u (v + single i 1) =
      b i * u v + ∑ j, (if 0 < v j then A i j * u (v - single j 1) else 0)

/-- The total number of vibrational quanta. -/
def total (v : Fin n →₀ ℕ) : ℕ := ∑ i, v i

/-- Removing a quantum from an occupied mode and putting it back restores the state. -/
theorem lower_raise {v : Fin n →₀ ℕ} {i : Fin n} (h : v i ≠ 0) :
    v - single i 1 + single i 1 = v := by
  ext k
  simp only [Finsupp.add_apply, Finsupp.tsub_apply, Finsupp.single_apply]
  split_ifs with hk
  · subst hk
    omega
  · omega

/-- Adding a quantum to any mode raises the total by one. -/
theorem total_raise (v : Fin n →₀ ℕ) (i : Fin n) :
    total (v + single i 1) = total v + 1 := by
  simp only [total, Finsupp.add_apply, Finset.sum_add_distrib, Finsupp.single_apply,
    Finset.sum_ite_eq, Finset.mem_univ, if_true]

/-- Two solutions of the same Duschinsky recurrence, both with value 1 at the state without quanta,
coincide. -/
theorem solution_unique {u w : (Fin n →₀ ℕ) → ℝ} (hu : IsSolution A b u)
    (hw : IsSolution A b w) : u = w := by
  have key : ∀ (N : ℕ) (v : Fin n →₀ ℕ), total v < N → u v = w v := by
    intro N
    induction N with
    | zero => intro v h; omega
    | succ N ih =>
      intro v hN
      by_cases hv : v = 0
      · rw [hv, hu.1, hw.1]
      · obtain ⟨i, hi⟩ := Finsupp.ne_iff.mp hv
        have hi : v i ≠ 0 := by simpa using hi
        have e1 := hu.2 i (v - single i 1)
        have e2 := hw.2 i (v - single i 1)
        have ht := total_raise (v - single i 1) i
        rw [lower_raise hi] at e1 e2 ht
        have hpos : (((v - single i 1) i : ℕ) : ℝ) + 1 ≠ 0 := by positivity
        apply mul_left_cancel₀ hpos
        rw [e1, e2, ih _ (by omega)]
        congr 1
        refine Finset.sum_congr rfl fun j _ => ?_
        split_ifs with hj
        · have hl := total_raise (v - single i 1 - single j 1) j
          rw [lower_raise (Nat.ne_of_gt hj)] at hl
          rw [ih _ (by omega)]
        · rfl
  exact funext fun v => key _ v (Nat.lt_succ_self _)

end

end SolutionUnique
```

The compiler's answer:

```
Main.lean:57:22: error: Function expected at
  v - fun₀ | i => 1
but this term has type
  ?m.182

Note: Expected a function because this term is being applied to the argument
  i
```

The error is in the statement of `hpos`, before `positivity` comes into play. There `(v - single i 1) i` applies a difference to the mode `i`. A finitely supported function is not literally a function in Lean; it is applied through a coercion, which Lean can find only when it knows the type. Subtraction is heterogeneous in Lean, so the type of the result is a separate unknown, to be settled by an instance. Between two terms of the same known type that instance is found at once. Here, however, nothing has yet fixed the type of the numeral `1` in `single i 1`, so the type of the second operand is incomplete and the instance search is postponed. When Lean reaches the argument `i`, the result type is still open, the `?m.182` of the message, and no coercion can be chosen.

In `u (v - single i 1)` and `total_raise (v - single i 1) i` the same difference causes no trouble, because it is itself an argument whose expected type is known.

The repair writes the type into the difference, `(v - single i 1 : Fin n →₀ ℕ)`. The result type is then known without waiting for the instance, so Lean finds the coercion and reads the application to `i` as the occupation number of that mode. The mathematical content of `hpos` and the rest of the proof are unchanged.

Fix (accepted with no message):

```diff
@@ -55,5 +55,5 @@
         have ht := total_raise (v - single i 1) i
         rw [lower_raise hi] at e1 e2 ht
-        have hpos : (((v - single i 1) i : ℕ) : ℝ) + 1 ≠ 0 := by positivity
+        have hpos : (((v - single i 1 : Fin n →₀ ℕ) i : ℕ) : ℝ) + 1 ≠ 0 := by positivity
         apply mul_left_cancel₀ hpos
         rw [e1, e2, ih _ (by omega)]
```
